# The Hartree functions Z and Y of a continuous radial density solve a first-order pair and are fixed by two boundary limits

Let ρ be a real radial density, continuous on [0,R], with the volume factor r² already included, and let k = 0, 1, 2, … be the multipole order. For 0 < r < R, define

Z(r) = r^(-k) ∫₀^r s^k ρ(s) ds

Y(r) = Z(r) + r^(k+1) ∫_r^R s^(-k-1) ρ(s) ds

In atomic units Y(r)/r is the radial part of the order-k Coulomb potential of the charge inside R, up to a constant factor set by the normalisation of ρ and of the angular functions. In a Dirac-Coulomb atom, ρ can be a product density P_a P_b + Q_a Q_b of large and small radial components.

I want to obtain Z by integrating outward and then Y by integrating inward, using

Z' = ρ − kZ/r

Y' = ((k+1)Y − (2k+1)Z)/r

Do these equations hold throughout (0,R), and which boundary conditions make their solution the right one? I would like to see a rigorous derivation and a machine-checked proof.

## From two integrals to the radial Poisson equation

Yes, they hold throughout (0,R). The conditions r^k Z → 0 at the origin and Y − Z → 0 at R then select the solution. Write I(r) for the integral in Z and J(r) for the integral in Y, so that

Z = I/r^k

Y = Z + r^(k+1) J

The fundamental theorem of calculus gives I' = r^k ρ, and the quotient rule gives

Z' = ρ − k I/r^(k+1) = ρ − kZ/r

In J the variable is the lower limit, so J' = −ρ/r^(k+1). The product rule gives

Y' = (ρ − kZ/r) + (k+1) r^k J − ρ

The density cancels. Since r^k J = (Y − Z)/r, what remains is

Y' = ((k+1)Y − (2k+1)Z)/r

Differentiating once more,

Y'' = ((k+1)Y' − (2k+1)Z')/r − ((k+1)Y − (2k+1)Z)/r²

After the first-order equations are inserted, the coefficient of Y/r² is (k+1)² − (k+1) = k(k+1). That of Z/r² is (2k+1)(−(k+1) + k + 1) = 0. Hence

Y'' = k(k+1)Y/r² − (2k+1)ρ/r

## Why two boundary limits fix the solution

The Hartree functions satisfy both limits. First, r^k Z = I tends to zero as r → 0⁺. Second, Y − Z = r^(k+1) J tends to zero as r → R⁻, because J does and the power stays finite.

Now let (z,y) be any solution of the pair with the same limits. The density drops out of the difference z − Z, which leaves

(z − Z)' = −k(z − Z)/r

so r^k (z − Z) has zero derivative. It is constant and tends to zero at the origin, hence z = Z. With this known,

(y − Y)' = (k+1)(y − Y)/r

so (y − Y)/r^(k+1) is constant too. Near R, y − Y = (y − z) − (Y − Z) tends to zero, while r^(k+1) tends to R^(k+1) > 0. Hence y = Y.

The condition at the origin is needed. Take ρ = 0, so that Z = Y = 0, and set

z(r) = y(r) = r^(-k)

Both equations hold and y − z = 0 everywhere, but r^k z = 1 does not tend to zero. For k = 0 this spurious solution is the constant 1, so asking only for a bounded z would not exclude it. The condition at R is needed as well: with ρ = 0, the pair z = 0, y = r^(k+1) satisfies everything else.

## What the Lean theorems say

`hartreeZ ρ k r` and `hartreeY ρ k R r` are Z(r) and Y(r), with negative powers written as divisions. The density is a function `ρ : ℝ → ℝ`, of which only `ContinuousOn ρ (Icc 0 R)` is assumed; its values outside [0,R] play no role. The condition `r ∈ Ioo 0 R` means 0 < r < R.

- `hasDerivAt_hartreeZ` and `hasDerivAt_hartreeY` are the two first-order equations. `HasDerivAt` says that the function is differentiable at r with the stated derivative.
- `hartreeY_poisson` says the same of `deriv (hartreeY ρ k R)`, which is the Poisson equation.
- `tendsto_hartreeZ_origin` and `tendsto_hartreeY_edge` are the boundary limits. The filters `𝓝[>] 0` and `𝓝[<] R` stand for r → 0⁺ and r → R⁻.
- `hartree_pair_unique` takes arbitrary functions `z` and `y` that satisfy the equations and limits, and concludes that they equal Z and Y on (0,R).

In atomic-structure calculations Y/r enters direct and exchange potentials, and the theorems justify the outward-then-inward route to it for a given continuous density on a finite interval and exact solutions of the equations. Discretisation error, the limit R → ∞, angular coefficients and self-consistency are not treated.

```lean
import Mathlib

open Set Filter Topology MeasureTheory

namespace HartreeRadialFunctions

noncomputable section

/-- The inner Hartree function `Z(r) = r^(-k) ∫₀^r s^k ρ(s) ds` of multipole order `k`. -/
def hartreeZ (ρ : ℝ → ℝ) (k : ℕ) (r : ℝ) : ℝ :=
  (∫ s in (0 : ℝ)..r, s ^ k * ρ s) / r ^ k

/-- The full Hartree function `Y(r) = Z(r) + r^(k+1) ∫_r^R s^(-k-1) ρ(s) ds` with outer radius `R`.
-/
def hartreeY (ρ : ℝ → ℝ) (k : ℕ) (R r : ℝ) : ℝ :=
  hartreeZ ρ k r + r ^ (k + 1) * ∫ s in r..R, ρ s / s ^ (k + 1)

/-- Away from the origin the power `r^k` has derivative `k r^k / r`. -/
theorem hasDerivAt_power (k : ℕ) {r : ℝ} (hr : r ≠ 0) :
    HasDerivAt (fun x : ℝ => x ^ k) (k * r ^ k / r) r := by
  refine (hasDerivAt_pow k r).congr_deriv ?_
  cases k with
  | zero => simp
  | succ n =>
    rw [Nat.add_sub_cancel, pow_succ]
    field_simp

/-- The outward equation for `ρ` continuous on `[0,R]`: `Z' = ρ - k Z / r` on `(0,R)`. -/
theorem hasDerivAt_hartreeZ {ρ : ℝ → ℝ} {R r : ℝ} (k : ℕ)
    (hρ : ContinuousOn ρ (Icc 0 R)) (hr : r ∈ Ioo 0 R) :
    HasDerivAt (hartreeZ ρ k) (ρ r - k * hartreeZ ρ k r / r) r := by
  have hr0 : r ≠ 0 := hr.1.ne'
  have hc : ContinuousOn (fun s => s ^ k * ρ s) (Icc 0 R) :=
    (continuous_pow k).continuousOn.mul hρ
  -- fundamental theorem of calculus at the upper limit
  have hI : HasDerivAt (fun u => ∫ s in (0 : ℝ)..u, s ^ k * ρ s) (r ^ k * ρ r) r := by
    refine intervalIntegral.integral_hasDerivAt_right (f := fun s => s ^ k * ρ s) ?_ ?_ ?_
    · apply ContinuousOn.intervalIntegrable
      rw [uIcc_of_le hr.1.le]
      exact hc.mono (Icc_subset_Icc_right hr.2.le)
    · exact (hc.mono Ioo_subset_Icc_self).stronglyMeasurableAtFilter isOpen_Ioo r hr
    · exact hc.continuousAt (Icc_mem_nhds hr.1 hr.2)
  have h : HasDerivAt (hartreeZ ρ k) _ r :=
    hI.fun_div (hasDerivAt_power k hr0) (pow_ne_zero k hr0)
  refine h.congr_deriv ?_
  simp only [hartreeZ]
  generalize (∫ s in (0 : ℝ)..r, s ^ k * ρ s) = I
  field_simp

/-- The inward equation for `ρ` continuous on `[0,R]`: `Y' = ((k+1) Y - (2k+1) Z) / r` on `(0,R)`.
-/
theorem hasDerivAt_hartreeY {ρ : ℝ → ℝ} {R r : ℝ} (k : ℕ)
    (hρ : ContinuousOn ρ (Icc 0 R)) (hr : r ∈ Ioo 0 R) :
    HasDerivAt (hartreeY ρ k R)
      (((k + 1) * hartreeY ρ k R r - (2 * k + 1) * hartreeZ ρ k r) / r) r := by
  have hr0 : r ≠ 0 := hr.1.ne'
  have hc : ContinuousOn (fun s => ρ s / s ^ (k + 1)) (Ioc 0 R) :=
    (hρ.mono Ioc_subset_Icc_self).div (continuous_pow (k + 1)).continuousOn
      (fun s hs => pow_ne_zero _ hs.1.ne')
  -- fundamental theorem of calculus at the lower limit
  have hJ : HasDerivAt (fun u => ∫ s in u..R, ρ s / s ^ (k + 1)) (-(ρ r / r ^ (k + 1))) r := by
    refine intervalIntegral.integral_hasDerivAt_left
      (f := fun s => ρ s / s ^ (k + 1)) ?_ ?_ ?_
    · apply ContinuousOn.intervalIntegrable
      rw [uIcc_of_le hr.2.le]
      exact hc.mono (fun s hs => ⟨hr.1.trans_le hs.1, hs.2⟩)
    · exact (hc.mono Ioo_subset_Ioc_self).stronglyMeasurableAtFilter isOpen_Ioo r hr
    · exact hc.continuousAt (Ioc_mem_nhds hr.1 hr.2)
  have h : HasDerivAt (hartreeY ρ k R) _ r :=
    (hasDerivAt_hartreeZ k hρ hr).fun_add ((hasDerivAt_power (k + 1) hr0).fun_mul hJ)
  refine h.congr_deriv ?_
  simp only [hartreeY]
  generalize (∫ s in r..R, ρ s / s ^ (k + 1)) = J
  generalize hartreeZ ρ k r = z
  push_cast
  field_simp
  ring

/-- The radial Poisson equation for `ρ` continuous on `[0,R]`: `Y'' = k(k+1) Y / r² - (2k+1) ρ / r`
on `(0,R)`. -/
theorem hartreeY_poisson {ρ : ℝ → ℝ} {R r : ℝ} (k : ℕ)
    (hρ : ContinuousOn ρ (Icc 0 R)) (hr : r ∈ Ioo 0 R) :
    HasDerivAt (deriv (hartreeY ρ k R))
      (k * (k + 1) / r ^ 2 * hartreeY ρ k R r - (2 * k + 1) / r * ρ r) r := by
  have hr0 : r ≠ 0 := hr.1.ne'
  have h := (((hasDerivAt_hartreeY k hρ hr).const_mul ((k : ℝ) + 1)).fun_sub
    ((hasDerivAt_hartreeZ k hρ hr).const_mul (2 * (k : ℝ) + 1))).fun_div
      (hasDerivAt_id' r) hr0
  -- near r the first derivative is given by the inward equation
  have he : deriv (hartreeY ρ k R) =ᶠ[𝓝 r] fun x =>
      (((k : ℝ) + 1) * hartreeY ρ k R x - (2 * (k : ℝ) + 1) * hartreeZ ρ k x) / x := by
    filter_upwards [isOpen_Ioo.mem_nhds hr] with x hx
    exact (hasDerivAt_hartreeY k hρ hx).deriv
  refine (h.congr_of_eventuallyEq he).congr_deriv ?_
  generalize hartreeY ρ k R r = y
  generalize hartreeZ ρ k r = z
  field_simp
  ring

/-- Boundary condition at the origin, for `ρ` continuous on `[0,R]` with `R > 0`: `r^k Z(r)` tends
to zero as `r → 0⁺`. -/
theorem tendsto_hartreeZ_origin {ρ : ℝ → ℝ} {R : ℝ} (k : ℕ)
    (hρ : ContinuousOn ρ (Icc 0 R)) (hR : 0 < R) :
    Tendsto (fun r => r ^ k * hartreeZ ρ k r) (𝓝[>] 0) (𝓝 0) := by
  have hi : IntervalIntegrable (fun s => s ^ k * ρ s) volume 0 R := by
    apply ContinuousOn.intervalIntegrable
    rw [uIcc_of_le hR.le]
    exact (continuous_pow k).continuousOn.mul hρ
  have hp := intervalIntegral.continuousOn_primitive_interval' hi left_mem_uIcc
  rw [uIcc_of_le hR.le] at hp
  have h1 := ((hp 0 (left_mem_Icc.2 hR.le)).mono Ioo_subset_Icc_self).tendsto
  simp only [intervalIntegral.integral_same] at h1
  rw [nhdsWithin_Ioo_eq_nhdsGT hR] at h1
  refine h1.congr' ?_
  filter_upwards [self_mem_nhdsWithin] with x hx
  have hx0 : x ≠ 0 := (mem_Ioi.1 hx).ne'
  simp only [hartreeZ]
  generalize (∫ s in (0 : ℝ)..x, s ^ k * ρ s) = I
  field_simp

/-- Boundary condition at the outer radius, for `ρ` continuous on `[0,R]` with `R > 0`: `Y(r) -
Z(r)` tends to zero as `r → R⁻`. -/
theorem tendsto_hartreeY_edge {ρ : ℝ → ℝ} {R : ℝ} (k : ℕ)
    (hρ : ContinuousOn ρ (Icc 0 R)) (hR : 0 < R) :
    Tendsto (fun r => hartreeY ρ k R r - hartreeZ ρ k r) (𝓝[<] R) (𝓝 0) := by
  have hh : R / 2 < R := by linarith
  have hi : IntervalIntegrable (fun s => ρ s / s ^ (k + 1)) volume (R / 2) R := by
    apply ContinuousOn.intervalIntegrable
    rw [uIcc_of_le hh.le]
    refine (hρ.mono (Icc_subset_Icc_left (by linarith))).div
      (continuous_pow (k + 1)).continuousOn (fun s hs => pow_ne_zero _ ?_)
    have := hs.1
    exact (by linarith : 0 < s).ne'
  have hp := intervalIntegral.continuousOn_primitive_interval' hi right_mem_uIcc
  rw [uIcc_of_le hh.le] at hp
  have h1 := ((hp R (right_mem_Icc.2 hh.le)).mono Ioo_subset_Icc_self).tendsto
  simp only [intervalIntegral.integral_same] at h1
  rw [nhdsWithin_Ioo_eq_nhdsLT hh] at h1
  have h2 : Tendsto (fun x : ℝ => x ^ (k + 1)) (𝓝[<] R) (𝓝 (R ^ (k + 1))) :=
    ((continuous_pow (k + 1)).tendsto R).mono_left nhdsWithin_le_nhds
  have h3 := (h2.mul h1).neg
  simp only [mul_zero, neg_zero] at h3
  refine h3.congr (fun x => ?_)
  simp only [hartreeY]
  rw [intervalIntegral.integral_symm x R]
  ring

/-- A function with zero derivative on an open interval that tends to zero along a nontrivial filter
containing the interval vanishes on the interval. -/
theorem eq_zero_of_flat {f : ℝ → ℝ} {a b x : ℝ} {l : Filter ℝ} [l.NeBot]
    (hl : Ioo a b ∈ l) (hd : ∀ t ∈ Ioo a b, HasDerivAt f 0 t)
    (ht : Tendsto f l (𝓝 0)) (hx : x ∈ Ioo a b) : f x = 0 := by
  have hc : ∀ y ∈ Ioo a b, f y = f x := fun y hy =>
    isOpen_Ioo.is_const_of_deriv_eq_zero isPreconnected_Ioo
      (fun t h => (hd t h).differentiableAt.differentiableWithinAt)
      (fun t h => (hd t h).deriv) hy hx
  have h : Tendsto f l (𝓝 (f x)) := by
    refine tendsto_const_nhds.congr' ?_
    filter_upwards [hl] with y hy
    exact (hc y hy).symm
  exact tendsto_nhds_unique h ht

/-- For `ρ` continuous on `[0,R]`, any solution `(z, y)` of the outward and inward equations on
`(0,R)` with `r^k z → 0` at the origin and `y - z → 0` at `R` coincides with the Hartree functions
`(Z, Y)` on `(0,R)`. -/
theorem hartree_pair_unique {ρ z y : ℝ → ℝ} {R : ℝ} (k : ℕ)
    (hρ : ContinuousOn ρ (Icc 0 R))
    (hz : ∀ r ∈ Ioo 0 R, HasDerivAt z (ρ r - k * z r / r) r)
    (hy : ∀ r ∈ Ioo 0 R, HasDerivAt y (((k + 1) * y r - (2 * k + 1) * z r) / r) r)
    (hz0 : Tendsto (fun r => r ^ k * z r) (𝓝[>] 0) (𝓝 0))
    (hyR : Tendsto (fun r => y r - z r) (𝓝[<] R) (𝓝 0)) :
    ∀ r ∈ Ioo 0 R, z r = hartreeZ ρ k r ∧ y r = hartreeY ρ k R r := by
  intro r hr
  have hR : 0 < R := hr.1.trans hr.2
  -- outward sweep: r^k (z - Z) is constant and vanishes at the origin
  have hZ : ∀ x ∈ Ioo 0 R, z x = hartreeZ ρ k x := by
    intro x hx
    have hlim := hz0.sub (tendsto_hartreeZ_origin k hρ hR)
    rw [sub_zero] at hlim
    have h : x ^ k * z x - x ^ k * hartreeZ ρ k x = 0 := by
      refine eq_zero_of_flat (f := fun t => t ^ k * z t - t ^ k * hartreeZ ρ k t)
        (Ioo_mem_nhdsGT hR) (fun t ht => ?_) hlim hx
      have hp := hasDerivAt_power k ht.1.ne'
      refine ((hp.fun_mul (hz t ht)).fun_sub
        (hp.fun_mul (hasDerivAt_hartreeZ k hρ ht))).congr_deriv ?_
      ring
    exact mul_left_cancel₀ (pow_ne_zero k hx.1.ne') (sub_eq_zero.1 h)
  refine ⟨hZ r hr, ?_⟩
  -- inward sweep: (y - Y) / r^(k+1) is constant and vanishes at R
  have hdiff : Tendsto (fun x => y x - hartreeY ρ k R x) (𝓝[<] R) (𝓝 0) := by
    have h := hyR.sub (tendsto_hartreeY_edge k hρ hR)
    rw [sub_zero] at h
    refine h.congr' ?_
    filter_upwards [Ioo_mem_nhdsLT hR] with x hx
    rw [hZ x hx]
    ring
  have hpow : Tendsto (fun x : ℝ => x ^ (k + 1)) (𝓝[<] R) (𝓝 (R ^ (k + 1))) :=
    ((continuous_pow (k + 1)).tendsto R).mono_left nhdsWithin_le_nhds
  have hlim := hdiff.div hpow (pow_ne_zero (k + 1) hR.ne')
  rw [zero_div] at hlim
  have h : (y r - hartreeY ρ k R r) / r ^ (k + 1) = 0 := by
    refine eq_zero_of_flat (f := fun t => (y t - hartreeY ρ k R t) / t ^ (k + 1))
      (Ioo_mem_nhdsLT hR) (fun t ht => ?_) hlim hr
    have ht0 : t ≠ 0 := ht.1.ne'
    refine (((hy t ht).fun_sub (hasDerivAt_hartreeY k hρ ht)).fun_div
      (hasDerivAt_power (k + 1) ht0) (pow_ne_zero (k + 1) ht0)).congr_deriv ?_
    rw [hZ t ht]
    push_cast
    ring
  rcases div_eq_zero_iff.1 h with h | h
  · exact sub_eq_zero.1 h
  · exact absurd h (pow_ne_zero (k + 1) hr.1.ne')

end

end HartreeRadialFunctions
```

```lean
#print axioms HartreeRadialFunctions.hartreeY_poisson
#print axioms HartreeRadialFunctions.hartree_pair_unique
```

```
'HartreeRadialFunctions.hartreeY_poisson' depends on axioms: [propext, Classical.choice, Quot.sound]
'HartreeRadialFunctions.hartree_pair_unique' depends on axioms: [propext, Classical.choice, Quot.sound]
```

## How the proof follows the calculation

`hasDerivAt_power` writes the derivative of r^k as k r^k/r, a form that also covers k = 0. In the two first-order theorems, `hI` and `hJ` are the derivatives of I and J. Each needs integrability up to the endpoint, measurability near r and continuity at r, all of which follow from the continuity of ρ. For J the integrand is used only on (0,R], since it may be singular at the origin. `generalize` then replaces the integrals by letters, and `field_simp`, with `ring` where needed, carries out the cancellations.

For the Poisson equation, `he` records that the formula for Y' holds in a whole neighbourhood of r, which is what allows it to be differentiated.

The boundary limits come from continuity of an integral in its endpoint. At the outer edge the proof works on [R/2, R], again to stay away from the origin.

`eq_zero_of_flat` contains the uniqueness argument: a function with zero derivative on an interval is constant there, and if it tends to zero at an end it vanishes. `hartree_pair_unique` applies it first to r^k z − r^k Z at the origin, then to (y − Y)/r^(k+1) at R. The second application uses the equality z = Z from the first, just as the inward integration uses the Z found by the outward one.
